# The condition number of the Kerker-preconditioned Thomas-Fermi response over all positive wavenumbers is the larger of k²/k0² and k0²/k²

In the Thomas-Fermi model with screening wavenumber k, the response after Kerker preconditioning with parameter k0 is (q² + k²)/(q² + k0²) at wavenumber q. For positive k and k0, `condNumber_eq` states that the supremum of this response over all real q > 0, divided by its infimum, equals the larger of k²/k0² and k0²/k². The proof first shows that the set of values is nonempty, then uses the earlier lemmas to identify its supremum and infimum as the larger and the smaller of 1 and k²/k0². It finishes by treating k ≤ k0 and k0 ≤ k separately.

Lean 4 with Mathlib refuses this proof:

```lean
import Mathlib

open Filter Topology Set

namespace KerkerMinimax

noncomputable section

/-- The Thomas-Fermi response at wavenumber `q`, with screening wavenumber `k`, after Kerker
preconditioning with parameter `k0`; the domain is `q ^ 2 + k0 ^ 2 ≠ 0`. -/
def response (k k0 q : ℝ) : ℝ := (q ^ 2 + k ^ 2) / (q ^ 2 + k0 ^ 2)

/-- The set of values of the preconditioned response over all wavenumbers `q > 0`. -/
def responseValues (k k0 : ℝ) : Set ℝ := (fun q => response k k0 q) '' Ioi 0

/-- The condition number of the preconditioned response: supremum over infimum of its values,
for `k` and `k0` positive. -/
def condNumber (k k0 : ℝ) : ℝ := sSup (responseValues k k0) / sInf (responseValues k k0)

/-- In the long-wavelength limit the preconditioned response tends to `k ^ 2 / k0 ^ 2`. -/
theorem tendsto_response_zero (k : ℝ) {k0 : ℝ} (h0 : 0 < k0) :
    Tendsto (fun q => response k k0 q) (𝓝[>] 0) (𝓝 (k ^ 2 / k0 ^ 2)) := by
  have hne : (0 : ℝ) ^ 2 + k0 ^ 2 ≠ 0 := by positivity
  have h : ContinuousAt (fun q : ℝ => (q ^ 2 + k ^ 2) / (q ^ 2 + k0 ^ 2)) 0 :=
    ContinuousAt.div (by fun_prop) (by fun_prop) hne
  have h' := h.tendsto.mono_left (nhdsWithin_le_nhds (s := Ioi (0 : ℝ)))
  simpa [response] using h'

/-- In the short-wavelength limit the preconditioned response tends to `1`. -/
theorem tendsto_response_atTop (k k0 : ℝ) :
    Tendsto (fun q => response k k0 q) atTop (𝓝 1) := by
  have h1 : Tendsto (fun q : ℝ => q ^ 2 + k0 ^ 2) atTop atTop :=
    tendsto_atTop_add_const_right _ _ (tendsto_pow_atTop two_ne_zero)
  have h2 : Tendsto (fun q : ℝ => 1 + (k ^ 2 - k0 ^ 2) / (q ^ 2 + k0 ^ 2)) atTop (𝓝 (1 + 0)) :=
    tendsto_const_nhds.add (h1.const_div_atTop _)
  rw [add_zero] at h2
  refine h2.congr' ?_
  filter_upwards [eventually_gt_atTop (0 : ℝ)] with q hq
  have hne : q ^ 2 + k0 ^ 2 ≠ 0 := by positivity
  unfold response
  rw [eq_div_iff hne, add_mul, div_mul_cancel₀ _ hne]
  ring

/-- The least upper bound of the preconditioned response is the larger of its two limits. -/
theorem isLUB_response (k : ℝ) {k0 : ℝ} (h0 : 0 < k0) :
    IsLUB (responseValues k k0) (max 1 (k ^ 2 / k0 ^ 2)) := by
  constructor
  · rintro _ ⟨q, -, rfl⟩
    have h1 := le_max_left 1 (k ^ 2 / k0 ^ 2)
    have h2 := (div_le_iff₀ (by positivity)).1 (le_max_right 1 (k ^ 2 / k0 ^ 2))
    change (q ^ 2 + k ^ 2) / (q ^ 2 + k0 ^ 2) ≤ _
    rw [div_le_iff₀ (by positivity)]
    nlinarith [mul_nonneg (sq_nonneg q) (sub_nonneg.2 h1)]
  · -- any upper bound also bounds both limits
    intro b hb
    refine max_le (le_of_tendsto (tendsto_response_atTop k k0) ?_)
      (le_of_tendsto (tendsto_response_zero k h0) ?_)
    · filter_upwards [eventually_gt_atTop (0 : ℝ)] with q hq
      exact hb ⟨q, hq, rfl⟩
    · filter_upwards [self_mem_nhdsWithin] with q hq
      exact hb ⟨q, hq, rfl⟩

/-- The greatest lower bound of the preconditioned response is the smaller of its two limits. -/
theorem isGLB_response (k : ℝ) {k0 : ℝ} (h0 : 0 < k0) :
    IsGLB (responseValues k k0) (min 1 (k ^ 2 / k0 ^ 2)) := by
  constructor
  · rintro _ ⟨q, -, rfl⟩
    have h1 := min_le_left 1 (k ^ 2 / k0 ^ 2)
    have h2 := (le_div_iff₀ (by positivity)).1 (min_le_right 1 (k ^ 2 / k0 ^ 2))
    change _ ≤ (q ^ 2 + k ^ 2) / (q ^ 2 + k0 ^ 2)
    rw [le_div_iff₀ (by positivity)]
    nlinarith [mul_nonneg (sq_nonneg q) (sub_nonneg.2 h1)]
  · intro b hb
    refine le_min (ge_of_tendsto (tendsto_response_atTop k k0) ?_)
      (ge_of_tendsto (tendsto_response_zero k h0) ?_)
    · filter_upwards [eventually_gt_atTop (0 : ℝ)] with q hq
      exact hb ⟨q, hq, rfl⟩
    · filter_upwards [self_mem_nhdsWithin] with q hq
      exact hb ⟨q, hq, rfl⟩

/-- The condition number of the preconditioned response is the larger of `k ^ 2 / k0 ^ 2`
and `k0 ^ 2 / k ^ 2`. -/
theorem condNumber_eq {k k0 : ℝ} (hk : 0 < k) (h0 : 0 < k0) :
    condNumber k k0 = max (k ^ 2 / k0 ^ 2) (k0 ^ 2 / k ^ 2) := by
  have hne : (responseValues k k0).Nonempty := ⟨_, 1, one_pos, rfl⟩
  unfold condNumber
  rw [(isLUB_response k h0).csSup_eq hne, (isGLB_response k h0).csInf_eq hne]
  rcases le_total k k0 with h | h
  · have hs : k ^ 2 ≤ k0 ^ 2 := by gcongr
    have h1 : k ^ 2 / k0 ^ 2 ≤ 1 := (div_le_one (by positivity)).2 hs
    have h2 : 1 ≤ k0 ^ 2 / k ^ 2 := (one_le_div (by positivity)).2 hs
    rw [max_eq_left h1, min_eq_right h1, max_eq_right (h1.trans h2), one_div_div]
  · have hs : k0 ^ 2 ≤ k ^ 2 := by gcongr
    have h1 : 1 ≤ k ^ 2 / k0 ^ 2 := (one_le_div (by positivity)).2 hs
    have h2 : k0 ^ 2 / k ^ 2 ≤ 1 := (div_le_one (by positivity)).2 hs
    rw [max_eq_right h1, min_eq_left h1, max_eq_left (h2.trans h1), div_one]

end

end KerkerMinimax
```

Compiling this gives:

```
Main.lean:85:54: error: Application type mismatch: The argument
  one_pos
has type
  0 < 1
but is expected to have type
  1 ∈ Ioi 0
in the application
  And.intro one_pos
```

Diagnosis. The one error is in the proof that the set of values is nonempty, which takes q = 1 as its witness. Lean needs a proof of `1 ∈ Ioi 0` there and rejects `one_pos`, whose type is `0 < 1`. The two statements mean the same by definition, and elsewhere the file passes `hq : 0 < q` for such a membership without complaint. The difference is that `hq` is already about a real number, while `one_pos` is a general lemma whose number type must be inferred from the expected statement. That statement is a membership, not written as an inequality, and Lean did not match the two.

The repair makes the conversion explicit. `Set.mem_Ioi.2` turns a proof of `0 < 1` into the membership, so the goal left for `norm_num` is a plain inequality between real numbers. Writing `response k k0 1` in place of `_` only spells out the value that `rfl` would determine; that and the line break are tidying.

As a diff, the version that Lean accepts:

```diff
@@ -83,5 +83,6 @@
 theorem condNumber_eq {k k0 : ℝ} (hk : 0 < k) (h0 : 0 < k0) :
     condNumber k k0 = max (k ^ 2 / k0 ^ 2) (k0 ^ 2 / k ^ 2) := by
-  have hne : (responseValues k k0).Nonempty := ⟨_, 1, one_pos, rfl⟩
+  have hne : (responseValues k k0).Nonempty :=
+    ⟨response k k0 1, 1, Set.mem_Ioi.2 (by norm_num), rfl⟩
   unfold condNumber
   rw [(isLUB_response k h0).csSup_eq hne, (isGLB_response k h0).csInf_eq hne]
```
